# For a positive definite force field, the relaxed force constant $1/C_{jj}$ is at most $F_{jj}$

**Q:** Your claim is this. Let $F$ be a real, symmetric, positive definite force-constant matrix and $C=F^{-1}$ its compliance matrix. Among all displacements $s$ with $s_j=d$, the minimum of $s^{T}Fs$ is $d^2/C_{jj}$, and hence $1/C_{jj}\le F_{jj}$. Before I look at any Lean, how does it go by hand?

**A:** Let $c$ be column $j$ of $C$, so $c_i=C_{ij}$, and let $e_j$ be the unit displacement of coordinate $j$ alone. Since $FC=1$, we have $Fc=e_j$. Thus $c\neq0$, and positive definiteness gives $0<c^{T}Fc=c^{T}e_j=C_{jj}$.

Now scale the column to meet the constraint: $r=(d/C_{jj})\,c$. Then $r_j=d$ and $Fr=(d/C_{jj})\,e_j$. For any $s$ with $s_j=d$, both $s^{T}Fr$ and $r^{T}Fr$ equal $d^2/C_{jj}$. By the symmetry of $F$,

$$(s-r)^{T}F(s-r)=s^{T}Fs-2s^{T}Fr+r^{T}Fr=s^{T}Fs-\frac{d^2}{C_{jj}}.$$

The left side is positive unless $s=r$. So $d^2/C_{jj}$ is the minimum, attained only at $r$. Taking $d=1$ and $s=e_j$, whose value is $F_{jj}$, gives $1/C_{jj}\le F_{jj}$.

**Q:** When are the two constants equal?

**A:** Exactly when $F_{ij}=0$ for all $i\ne j$. If they are equal, $e_j$ attains the minimum for $d=1$, so $e_j=r$ and $Fe_j=e_j/C_{jj}$, which has no entries off $j$. Conversely, if the couplings vanish, row $j$ of $Fc=e_j$ reads $F_{jj}C_{jj}=1$.

**Q:** What does positive definiteness stand for, and what breaks without it?

**A:** It says that every nonzero displacement costs harmonic energy, as at a minimum with no direction of zero curvature, described by non-redundant coordinates. At a saddle point it fails. Take

$$F=\begin{pmatrix}1&1\\1&-1\end{pmatrix},\qquad C=\begin{pmatrix}1/2&1/2\\1/2&-1/2\end{pmatrix}.$$

With coordinates numbered from 0, $1/C_{00}=2$ exceeds $F_{00}=1$. Moreover, at $s_0=d$ the form is $d^2+2ds_1-s_1^2$, which is unbounded below, so there is no minimum.

**Q:** Now the Lean. Which objects are my molecule?

**A:** The finite type `n` labels the internal coordinates, and a displacement is a function `n → ℝ`.

```lean
import Mathlib

open Matrix

namespace RelaxedForceConstants

noncomputable section

variable {n : Type*} [Fintype n] [DecidableEq n] {F : Matrix n n ℝ}
```

The energy is $V=\tfrac12 s^{T}Fs$, and the file works with $2V$. The minimum energy at fixed $s_j=d$ is therefore $d^2/(2C_{jj})$.

```lean
/-- Twice the harmonic potential energy, `sᵀ F s`, of the internal displacement `s`. -/
def twiceEnergy {n : Type*} [Fintype n] (F : Matrix n n ℝ) (s : n → ℝ) : ℝ :=
  s ⬝ᵥ F *ᵥ s
```

Compliance is the matrix inverse, and the relaxed constant is the reciprocal of its diagonal entry.

```lean
/-- The compliance matrix `C = F⁻¹` of an invertible force-constant matrix `F`. -/
def compliance (F : Matrix n n ℝ) : Matrix n n ℝ := F⁻¹

/-- The relaxed force constant `1 / C_jj` of coordinate `j`, for invertible `F` with
`C_jj ≠ 0`. -/
def relaxedForceConstant (F : Matrix n n ℝ) (j : n) : ℝ := 1 / compliance F j j
```

The vector $r$ above is `relaxedDisplacement F j d`.

```lean
/-- The displacement `s_i = d C_ij / C_jj`, for invertible `F` with `C_jj ≠ 0`. -/
def relaxedDisplacement (F : Matrix n n ℝ) (j : n) (d : ℝ) : n → ℝ :=
  (d / compliance F j j) • fun i => compliance F i j
```

**Q:** Where is symmetry assumed? I see only `F.PosDef`.

**A:** Mathlib's `PosDef` includes it: the matrix must be Hermitian, which for real entries means symmetric. The next lemmas extract positivity of the energy and symmetry, and evaluate the energy of $e_j$, written `Pi.single j 1`, as $F_{jj}$.

```lean
omit [DecidableEq n] in
lemma twiceEnergy_pos (hF : F.PosDef) {s : n → ℝ} (hs : s ≠ 0) : 0 < twiceEnergy F s := by
  simpa [twiceEnergy] using hF.dotProduct_mulVec_pos hs

omit [Fintype n] [DecidableEq n] in
lemma transpose_eq (hF : F.PosDef) : Fᵀ = F := by
  have h : Fᴴ = F := hF.isHermitian
  rwa [Matrix.conjTranspose_eq_transpose_of_trivial] at h

lemma twiceEnergy_single (F : Matrix n n ℝ) (j : n) :
    twiceEnergy F (Pi.single j 1) = F j j := by
  simp [twiceEnergy]
```

**Q:** And the column argument?

**A:** First comes $Fc=e_j$, read off entry by entry from $FC=1$. Here $Fs$ is the applied force that holds the displacement $s$; the restoring force is $-Fs$.

```lean
/-- For positive definite `F`, column `j` of the compliance matrix is a displacement `s` for
which `F s` is a unit force on coordinate `j` alone. -/
theorem mulVec_compliance (hF : F.PosDef) (j : n) :
    F *ᵥ (fun i => compliance F i j) = Pi.single j 1 := by
  ext i
  have h := congrFun (congrFun (Matrix.mul_nonsing_inv F hF.det_pos.ne'.isUnit) i) j
  rw [Matrix.mul_apply, Matrix.one_apply] at h
  rw [Pi.single_apply]
  exact h
```

Then $C_{jj}>0$, because $C_{jj}$ is twice the energy of that column.

```lean
/-- The diagonal compliance constants of a positive definite force field are positive. -/
theorem compliance_diag_pos (hF : F.PosDef) (j : n) : 0 < compliance F j j := by
  have hc := mulVec_compliance hF j
  have hne : (fun i => compliance F i j) ≠ 0 := by
    intro h0
    rw [h0, Matrix.mulVec_zero] at hc
    have h1 := congrFun hc j
    simp at h1
  -- twice the energy of column `j` is its own `j`-th entry
  have hpos := twiceEnergy_pos hF hne
  rw [twiceEnergy, hc] at hpos
  simpa using hpos
```

These two facts give $r_j=d$ and show that holding $r$ takes a force on coordinate $j$ only. All other coordinates have relaxed.

```lean
lemma relaxedDisplacement_self (hF : F.PosDef) (j : n) (d : ℝ) :
    relaxedDisplacement F j d j = d := by
  have hne := (compliance_diag_pos hF j).ne'
  change d / compliance F j j * compliance F j j = d
  field_simp

/-- For positive definite `F`, the relaxed displacement `s` has a force vector `F s` that
vanishes on every coordinate except `j`, where it equals `d / C_jj`. -/
theorem force_relaxedDisplacement (hF : F.PosDef) (j : n) (d : ℝ) :
    F *ᵥ relaxedDisplacement F j d = Pi.single j (d / compliance F j j) := by
  rw [relaxedDisplacement, Matrix.mulVec_smul, mulVec_compliance hF]
  ext i
  simp [Pi.single_apply]
```

**Q:** So completing the square is the identity you displayed?

**A:** Yes, with $d$ replaced by $s_j$. In the proof, `h1` evaluates $x^{T}Fr$ for any $x$, `hsymm` identifies the two cross terms, and `ring` collects what remains.

```lean
/-- Completing the square: for positive definite `F`, twice the energy of `s` is `s_j² / C_jj`
plus twice the energy of the deviation of `s` from the relaxed displacement with the same
`s_j`. -/
theorem twiceEnergy_split (hF : F.PosDef) (j : n) (s : n → ℝ) :
    twiceEnergy F s = s j ^ 2 / compliance F j j
      + twiceEnergy F (s - relaxedDisplacement F j (s j)) := by
  have h1 : ∀ x : n → ℝ, x ⬝ᵥ F *ᵥ relaxedDisplacement F j (s j)
      = x j * (s j / compliance F j j) := by
    intro x
    rw [force_relaxedDisplacement hF]
    simp
  -- the two cross terms agree because `F` is symmetric
  have hsymm : relaxedDisplacement F j (s j) ⬝ᵥ F *ᵥ s
      = s ⬝ᵥ F *ᵥ relaxedDisplacement F j (s j) := by
    rw [Matrix.dotProduct_mulVec, ← Matrix.mulVec_transpose, transpose_eq hF,
      dotProduct_comm]
  unfold twiceEnergy
  rw [Matrix.mulVec_sub, dotProduct_sub, sub_dotProduct, sub_dotProduct, hsymm, h1 s,
    h1 (relaxedDisplacement F j (s j)), relaxedDisplacement_self hF]
  ring
```

**Q:** Does "minimum" here mean a value that is reached, or only a lower bound?

**A:** Reached. `IsLeast` says that the number belongs to the set and is a lower bound for it. The set is the image under `twiceEnergy F` of all displacements with `s j = d`. The theorem before it identifies the minimiser: a nonzero deviation from $r$ would add positive energy.

```lean
/-- For positive definite `F`, a displacement with `s_j = d` has `sᵀ F s = d² / C_jj` exactly
when it is the relaxed displacement `s_i = d C_ij / C_jj`. -/
theorem twiceEnergy_eq_iff (hF : F.PosDef) (j : n) {d : ℝ} {s : n → ℝ} (hs : s j = d) :
    twiceEnergy F s = d ^ 2 / compliance F j j ↔ s = relaxedDisplacement F j d := by
  have h := twiceEnergy_split hF j s
  rw [hs] at h
  constructor
  · intro he
    by_contra hne
    have hpos := twiceEnergy_pos hF (sub_ne_zero.mpr hne)
    linarith
  · intro hr
    rw [sub_eq_zero.mpr hr] at h
    rw [h]
    simp [twiceEnergy]

/-- For positive definite `F` with compliance matrix `C`, the minimum of `sᵀ F s` over all
displacements with `s_j = d` is `d² / C_jj`. -/
theorem isLeast_twiceEnergy (hF : F.PosDef) (j : n) (d : ℝ) :
    IsLeast (twiceEnergy F '' {s | s j = d}) (d ^ 2 / compliance F j j) := by
  constructor
  · have hself := relaxedDisplacement_self hF j d
    exact ⟨relaxedDisplacement F j d, hself, (twiceEnergy_eq_iff hF j hself).2 rfl⟩
  · rintro _ ⟨s, hs, rfl⟩
    have hs' : s j = d := hs
    have h := twiceEnergy_split hF j s
    rw [hs'] at h
    -- the deviation from the relaxed displacement costs no negative energy
    have hnn : 0 ≤ twiceEnergy F (s - relaxedDisplacement F j d) := by
      by_cases h0 : s - relaxedDisplacement F j d = 0
      · rw [h0]
        simp [twiceEnergy]
      · exact (twiceEnergy_pos hF h0).le
    linarith
```

**Q:** Then the inequality should be one line.

**A:** Nearly. The lower bound is applied to `Pi.single j 1` with $d=1$.

```lean
/-- In a positive definite force field the relaxed force constant `1 / C_jj` is at most the
diagonal force constant `F_jj`. -/
theorem relaxedForceConstant_le (hF : F.PosDef) (j : n) :
    relaxedForceConstant F j ≤ F j j := by
  have h := (isLeast_twiceEnergy hF j 1).2
    ⟨Pi.single j 1, by simp, twiceEnergy_single F j⟩
  rwa [one_pow] at h
```

The equality case follows the two directions given earlier. Uniqueness handles the first, and in the second the sum over row $j$ collapses to its diagonal term.

```lean
/-- In a positive definite force field the relaxed and diagonal force constants of coordinate
`j` agree exactly when all coupling constants `F_ij` with `i ≠ j` vanish. -/
theorem relaxedForceConstant_eq_iff (hF : F.PosDef) (j : n) :
    relaxedForceConstant F j = F j j ↔ ∀ i, i ≠ j → F i j = 0 := by
  constructor
  · intro h i hi
    -- the unit displacement of `j` alone is then already relaxed
    have hs := (twiceEnergy_eq_iff hF j (d := 1) (s := Pi.single j 1) (by simp)).1
      (by rw [twiceEnergy_single, ← h, relaxedForceConstant, one_pow])
    have hf := force_relaxedDisplacement hF j 1
    rw [← hs] at hf
    have hfi := congrFun hf i
    simpa [Pi.single_apply, hi] using hfi
  · intro h
    have e : ∑ k, F j k * compliance F k j = 1 := by
      have e0 := congrFun (mulVec_compliance hF j) j
      rw [Pi.single_eq_same] at e0
      exact e0
    rw [Finset.sum_eq_single j] at e
    · rw [relaxedForceConstant, div_eq_iff (compliance_diag_pos hF j).ne']
      exact e.symm
    · intro k _ hk
      have hsym : F k j = F j k := congrFun (congrFun (transpose_eq hF) j) k
      rw [← hsym, h k hk, zero_mul]
    · intro hj
      exact absurd (Finset.mem_univ j) hj
```

**Q:** Can I see the softening explicitly for two coordinates?

**A:** The second row of $Fc=e_0$ gives $C_{10}=-F_{01}C_{00}/F_{11}$. Putting this into the first row gives $(F_{00}-F_{01}^2/F_{11})\,C_{00}=1$. The Lean proof makes the same elimination, with `hy` as the first step.

```lean
/-- For two coordinates with positive definite `F`, the relaxed force constant of the first is
`F₀₀ - F₀₁² / F₁₁`. -/
theorem relaxedForceConstant_two {F : Matrix (Fin 2) (Fin 2) ℝ} (hF : F.PosDef) :
    relaxedForceConstant F 0 = F 0 0 - F 0 1 ^ 2 / F 1 1 := by
  have hb : 0 < F 1 1 := by
    rw [← twiceEnergy_single F 1]
    exact twiceEnergy_pos hF (by simp)
  have hsym : F 1 0 = F 0 1 := congrFun (congrFun (transpose_eq hF) 0) 1
  have e1 := congrFun (mulVec_compliance hF 0) 0
  have e2 := congrFun (mulVec_compliance hF 0) 1
  simp [Matrix.mulVec, dotProduct, Fin.sum_univ_two] at e1 e2
  rw [hsym] at e2
  -- the second coordinate follows the first so that its own force vanishes
  have hy : compliance F 1 0 = -(F 0 1 * compliance F 0 0) / F 1 1 := by
    rw [eq_div_iff hb.ne']
    linarith
  rw [relaxedForceConstant, div_eq_iff (compliance_diag_pos hF 0).ne']
  linear_combination -e1 + F 0 1 * hy

end

end RelaxedForceConstants
```

```lean
#print axioms RelaxedForceConstants.relaxedForceConstant_le
#print axioms RelaxedForceConstants.relaxedForceConstant_eq_iff
#print axioms RelaxedForceConstants.relaxedForceConstant_two
```

```
'RelaxedForceConstants.relaxedForceConstant_le' depends on axioms: [propext, Classical.choice, Quot.sound]
'RelaxedForceConstants.relaxedForceConstant_eq_iff' depends on axioms: [propext, Classical.choice, Quot.sound]
'RelaxedForceConstants.relaxedForceConstant_two' depends on axioms: [propext, Classical.choice, Quot.sound]
```

**Q:** What physics is left out?

**A:** The matrix $F$ is given, not derived from an electronic structure. There is no anharmonicity, and there are no masses, so the $G$ matrix and the vibrational frequencies do not enter. Redundant coordinates can make $F$ singular, and then the hypothesis fails.

**Q:** Where would I meet this in a calculation?

**A:** In the harmonic model at a minimum, a rigid scan of coordinate $j$, with the others frozen, has curvature $F_{jj}$, while a scan that relaxes the others has curvature $1/C_{jj}$. Given a computed Hessian in non-redundant internal coordinates, you need no full inverse for one coordinate: solve $Fx=e_j$ and take $1/x_j$. A Cholesky factorisation suits the solve, and its breakdown warns you that $F$ is not numerically positive definite. Once the factorisation has succeeded, a result clearly above $F_{jj}$ points to a fault in the solve, such as a coding slip or severe rounding error.
